# The zero-field Ising partition function on a finite torus is the trace of a power of the symmetric transfer matrix

The theorem `partitionFunction_eq_trace_symmetric` concerns the Ising model without a field on a finite torus of `M` rows with `N` spins each, where `M` and `N` are nonzero and the spins take the values `+1` and `-1`. The real dimensionless couplings are `K` along the rows and `L` between neighbouring rows. With `s_(m,i)` for spin `i` of row `m` and both indices periodic, the partition function is the sum over all spin configurations of `exp(K * A + L * B)`. Here `A` is the sum of `s_(m,i) s_(m,i+1)` and `B` the sum of `s_(m,i) s_(m+1,i)`, each over all `m` and `i`. The theorem states that this equals the trace of the `M`-th power of a matrix indexed by the spin configurations of a row. The entry of this matrix for rows `s` and `t` is `exp(K / 2 * (R(s) + R(t)) + L * V(s,t))`, where `R(s)` is the sum of `s_i s_(i+1)` around the row and `V(s,t)` is the sum of `s_i t_i`. The proof writes the trace as a sum over closed paths of `M` rows and compares the two sides configuration by configuration. For this it needs `hshift`, which says that the sum of `R` over the rows does not change when the row index is shifted by one around the torus.

The failing Lean file:

```lean
import Mathlib

open Matrix

namespace IsingTorusTransfer

noncomputable section

/-- The real value `+1` or `-1` of an Ising spin. -/
def spin (s : ℤˣ) : ℝ := ((s : ℤ) : ℝ)

/-- The sum of `s_i s_(i+1)` over the bonds of a periodic row of `N` spins. -/
def rowBonds {N : ℕ} [NeZero N] (s : Fin N → ℤˣ) : ℝ :=
  ∑ i, spin (s i) * spin (s (i + 1))

/-- The sum of `s_i t_i` over the bonds joining two rows of `N` spins. -/
def interRowBonds {N : ℕ} (s t : Fin N → ℤˣ) : ℝ :=
  ∑ i, spin (s i) * spin (t i)

/-- The zero-field Ising partition function of a torus of `M` rows with `N` spins each,
with coupling `K` along the rows and `L` between neighbouring rows. -/
def partitionFunction (N M : ℕ) [NeZero N] [NeZero M] (K L : ℝ) : ℝ :=
  ∑ σ : Fin M → Fin N → ℤˣ,
    Real.exp (K * ∑ m, rowBonds (σ m) + L * ∑ m, interRowBonds (σ m) (σ (m + 1)))

/-- The transfer matrix in which the energy of each row is shared equally between
the two steps that touch it. -/
def symmetricTransferMatrix (N : ℕ) [NeZero N] (K L : ℝ) :
    Matrix (Fin N → ℤˣ) (Fin N → ℤˣ) ℝ :=
  Matrix.of fun s t =>
    Real.exp (K / 2 * (rowBonds s + rowBonds t) + L * interRowBonds s t)

/-- A sum over sequences of `n + 1` states is a sum over the first state and the rest. -/
lemma sum_first_state {α : Type*} [Fintype α] (n : ℕ) (F : (Fin (n + 1) → α) → ℝ) :
    ∑ σ, F σ = ∑ a, ∑ τ : Fin n → α, F (Fin.cons a τ : Fin (n + 1) → α) := by
  classical
  rw [← (Fin.consEquiv (fun _ : Fin (n + 1) => α)).sum_comp F, Fintype.sum_prod_type]
  rfl

/-- Summing products of matrix entries over open paths of `n` steps, with a weight `g` on the two
end states, gives the sum of the entries of the `n`-th power, each weighted by `g`. -/
theorem sum_open_paths {α : Type*} [Fintype α] [DecidableEq α] (A : Matrix α α ℝ)
    (n : ℕ) (g : α → α → ℝ) :
    ∑ σ : Fin (n + 1) → α,
      (∏ m : Fin n, A (σ m.castSucc) (σ m.succ)) * g (σ 0) (σ (Fin.last n))
      = ∑ a, ∑ b, (A ^ n) a b * g a b := by
  induction n generalizing g with
  | zero =>
    rw [sum_first_state]
    simp [Matrix.one_apply]
  | succ n ih =>
    rw [sum_first_state]
    refine Finset.sum_congr rfl fun a _ => ?_
    -- split off the first step and absorb it into the weight of the remaining path
    calc _ = ∑ τ : Fin (n + 1) → α, (∏ m : Fin n, A (τ m.castSucc) (τ m.succ)) *
          (A a (τ 0) * g a (τ (Fin.last n))) := by
          refine Finset.sum_congr rfl fun τ _ => ?_
          rw [Fin.prod_univ_succ]
          simp only [Fin.castSucc_zero, ← Fin.succ_castSucc, ← Fin.succ_last,
            Fin.cons_zero, Fin.cons_succ]
          ring
      _ = ∑ c, ∑ b, (A ^ n) c b * (A a c * g a b) := ih (fun c b => A a c * g a b)
      _ = ∑ b, (A ^ (n + 1)) a b * g a b := by
          rw [Finset.sum_comm]
          refine Finset.sum_congr rfl fun b _ => ?_
          rw [pow_succ', Matrix.mul_apply, Finset.sum_mul]
          refine Finset.sum_congr rfl fun c _ => ?_
          ring

/-- The trace of the `M`-th power of a matrix is the sum over closed paths of `M` steps
of the product of the matrix entries along the path. -/
theorem trace_pow_eq_sum_closed_paths {α : Type*} [Fintype α] [DecidableEq α]
    (A : Matrix α α ℝ) (M : ℕ) [NeZero M] :
    (A ^ M).trace = ∑ σ : Fin M → α, ∏ m, A (σ m) (σ (m + 1)) := by
  obtain ⟨n, rfl⟩ : ∃ n, M = n + 1 := Nat.exists_eq_succ_of_ne_zero (NeZero.ne M)
  calc (A ^ (n + 1)).trace = ∑ a, ∑ b, (A ^ n) a b * A b a := by
        simp only [Matrix.trace, Matrix.diag_apply, pow_succ, Matrix.mul_apply]
    _ = _ := (sum_open_paths A n (fun a b => A b a)).symm
    _ = _ := by
        -- the last step closes the path
        refine Finset.sum_congr rfl fun σ _ => ?_
        rw [Fin.prod_univ_castSucc]
        simp only [Fin.coeSucc_eq_succ, Fin.last_add_one]

/-- The symmetric transfer matrix gives the same partition function. -/
theorem partitionFunction_eq_trace_symmetric (N M : ℕ) [NeZero N] [NeZero M] (K L : ℝ) :
    partitionFunction N M K L = (symmetricTransferMatrix N K L ^ M).trace := by
  rw [trace_pow_eq_sum_closed_paths, partitionFunction]
  refine Finset.sum_congr rfl fun σ _ => ?_
  -- going once around the torus, each row is met twice with half its energy
  have hshift : ∑ m, rowBonds (σ (m + 1)) = ∑ m, rowBonds (σ m) :=
    (Equiv.addRight (1 : Fin M)).sum_comp (fun m => rowBonds (σ m))
  simp only [symmetricTransferMatrix, Matrix.of_apply]
  rw [← Real.exp_sum, Finset.sum_add_distrib, ← Finset.mul_sum, ← Finset.mul_sum,
    Finset.sum_add_distrib, hshift]
  congr 1
  ring

end

end IsingTorusTransfer
```

Compiling this gives:

```
Main.lean:92:42: error: Application type mismatch: The argument
  fun m => rowBonds (σ m)
has type
  Fin M → ℝ
but is expected to have type
  Finset (Fin M)
in the application
  Equiv.Perm.sum_comp (Equiv.addRight 1) fun m => rowBonds (σ m)
```

As a diff, the version that Lean accepts:

```diff
@@ -90,5 +90,5 @@
   -- going once around the torus, each row is met twice with half its energy
   have hshift : ∑ m, rowBonds (σ (m + 1)) = ∑ m, rowBonds (σ m) :=
-    (Equiv.addRight (1 : Fin M)).sum_comp (fun m => rowBonds (σ m))
+    Equiv.sum_comp (Equiv.addRight (1 : Fin M)) (fun m => rowBonds (σ m))
   simp only [symmetricTransferMatrix, Matrix.of_apply]
   rw [← Real.exp_sum, Finset.sum_add_distrib, ← Finset.mul_sum, ← Finset.mul_sum,
```

Diagnosis. The error is in the proof of `hshift`. The term `Equiv.addRight (1 : Fin M)` is a bijection from `Fin M` to itself, and its type is given as `Equiv.Perm (Fin M)`. Lean resolves dot notation by that type, so `.sum_comp` was read as `Equiv.Perm.sum_comp`, as the last line of the message shows. This is a different lemma from `Equiv.sum_comp`: after the permutation it expects a `Finset (Fin M)`, and the function `fun m => rowBonds (σ m)` was given in that place.

The repair calls `Equiv.sum_comp` by its full name, with the same bijection and the same function. That lemma says that a sum over a whole finite type is unchanged when the index is run through a bijection, and it takes the function directly after the bijection. A permutation is by definition an equivalence of a type with itself, so `Equiv.addRight (1 : Fin M)` is accepted there. The statement of `hshift` and the rest of the proof are unchanged.
